# The Methfessel–Paxton Sum Times x Is Proportional to One Odd Hermite Polynomial

In a total-energy calculation for a metal with Methfessel–Paxton smearing, the generalised free energy includes a correction $-\sigma\sum_i w_i S_N(x_i)$ to the band energy. Here $\sigma$ is the smearing width, $w_i$ the weight of level $i$ (k-point weight and spin degeneracy), $x_i=(\varepsilon_i-\mu)/\sigma$ its energy $\varepsilon_i$ measured from the Fermi level $\mu$ in units of $\sigma$, and $S_N$ the generalised entropy term of order $N$. The correction fits the occupations because $S_N'(x)=-x\,D_N(x)$, where $D_N$ is the smeared delta function. The left side involves one Hermite polynomial and the right side a sum of them; a closed form for the sum makes them agree.

## Collapsing the sum by hand

Define the Hermite polynomials by $H_0=1$, $H_1=2x$ and $H_{n+1}=2xH_n-2nH_{n-1}$ for $n\ge1$, and set

$$K_N(x)=\sum_{n=0}^{N}\frac{(-1)^nH_{2n}(x)}{4^n\,n!},\qquad D_N(x)=\frac{e^{-x^2}}{\sqrt\pi}K_N(x).$$

The claim, for every $N\ge0$ and real $x$, is

$$2^{2N+1}N!\,x\,K_N(x)=(-1)^NH_{2N+1}(x).$$

For $N=0$ both sides are $2x$. Suppose the claim holds for $N$. Passing to $N+1$ adds one term to $K_N$. Multiply the new sum by $2^{2N+3}(N+1)!\,x$. The old part becomes

$$4(N+1)\cdot2^{2N+1}N!\,x\,K_N=4(N+1)(-1)^NH_{2N+1},$$

and the new term becomes $2x(-1)^{N+1}H_{2N+2}$, because $2^{2N+3}/4^{N+1}=2$. Together they give

$$(-1)^{N+1}\left[2xH_{2N+2}-4(N+1)H_{2N+1}\right]=(-1)^{N+1}H_{2N+3},$$

by the recurrence with $n=2N+2$. For $x\neq0$, division gives

$$D_N(x)=\frac{e^{-x^2}}{\sqrt\pi}\,\frac{(-1)^NH_{2N+1}(x)}{2^{2N+1}N!\,x}.$$

## Height, entropy and sign

At $x=0$ the sum is evaluated directly. Write $C_n=\binom{2n}{n}$, which satisfies $(n+1)C_{n+1}=2(2n+1)C_n$. The recurrence gives $H_{2n+2}(0)=-2(2n+1)H_{2n}(0)$, so by induction $H_{2n}(0)=(-1)^nn!\,C_n$. Each summand of $K_N(0)$ is therefore $C_n/4^n$, and

$$K_N(0)=\sum_{n=0}^N\frac{C_n}{4^n}=\frac{(2N+1)C_N}{4^N}.$$

This holds for $N=0$. In the induction step, $(2N+1)C_N=\tfrac12(N+1)C_{N+1}$ turns the old sum plus the new term into $[2(N+1)+1]\,C_{N+1}/4^{N+1}$.

For the entropy, let $g_n=H_ne^{-x^2}$. Then $g_n'=-g_{n+1}$. Direct differentiation gives $g_0'=-2xe^{-x^2}$ and $g_1'=(2-4x^2)e^{-x^2}$, as required. If the rule holds for $n$ and $n+1$, differentiating $g_{n+2}=2xg_{n+1}-2(n+1)g_n$ gives

$$g_{n+2}'=2g_{n+1}-2xg_{n+2}+2(n+1)g_{n+1}=-g_{n+3}.$$

The entropy term is

$$S_N(x)=\frac{(-1)^N}{2\cdot4^N N!\sqrt\pi}\,H_{2N}(x)e^{-x^2}.$$

Its derivative contains $-(-1)^NH_{2N+1}$, which the closed form replaces by $-2\cdot4^NN!\,x\,K_N$. The prefactor cancels, leaving $S_N'=-xD_N$.

Finally, $K_1=1-(4x^2-2)/4=\tfrac32-x^2$. The first-order kernel is negative exactly when $x^2>\tfrac32$, so it is not a probability density.

## In a smearing routine

A routine can generate the $H_n$ by the recurrence and accumulate $K_N$ as it goes; $D_N(x_i)/\sigma$ is then the contribution of level $i$, per unit weight, to the smeared density of states at $\mu$. The closed form uses the single polynomial $H_{2N+1}$, which the recurrence still reaches through all lower orders, with a separate branch at $x=0$ that returns the height found above. Comparing the two evaluations at several $x\neq0$ can expose a wrong coefficient or sign in the sum, but it does not test the whole recurrence: for $N=1$, $8xK_1=8x-2xH_2=-H_3$ whatever value is used for $H_2$.

With occupations defined by $f_N'=-D_N$, the entropy identity reads $dS_N=x\,df_N$. Write $f_i=f_N(y_i)$ and $S_i=S_N(y_i)$, with the $y_i$ free to vary and the one-particle levels fixed. Then $\sum_i w_i(\varepsilon_if_i-\sigma S_i)$ is stationary at $y_i=x_i$ under variations that keep the electron number $\sum_i w_if_i$ fixed, because its first-order change is $\sum_i w_i(\varepsilon_i-\sigma x_i)\,df_i=\mu\sum_i w_i\,df_i=0$. This last argument, like the fact that $D_N$ integrates to one over the real line, is context for the Lean development below, which treats the kernel and the entropy term as functions of one real variable.

## Polynomials, kernel and entropy in Lean

```lean
import Mathlib

open Finset

namespace MethfesselPaxtonClosedForm

noncomputable section
```

The polynomials are represented by their values: `hermiteH x n` is the real number $H_n(x)$. The recurrence is shifted so that its left side has index $n+2$, which turns the coefficient $2n$ of the usual form into $2(n+1)$.

```lean
/-- Physicists' Hermite polynomials evaluated at `x`, defined by the three-term recurrence. -/
def hermiteH (x : ℝ) : ℕ → ℝ
  | 0 => 1
  | 1 => 2 * x
  | n + 2 => 2 * x * hermiteH x (n + 1) - 2 * ((n : ℝ) + 1) * hermiteH x n
```

`kernelSum N x` is $K_N(x)$. The range `range (N + 1)` runs from $0$ to $N$, so order zero retains one term and describes plain Gaussian smearing.

```lean
/-- The polynomial factor of the Methfessel-Paxton kernel of order `N`. -/
def kernelSum (N : ℕ) (x : ℝ) : ℝ :=
  ∑ n ∈ range (N + 1), (-1) ^ n * hermiteH x (2 * n) / (4 ^ n * (n.factorial : ℝ))
```

`mpKernel` is $D_N$ in the dimensionless variable $x$; the width $\sigma$ has been scaled out. The expression `-x ^ 2` means $-(x^2)$.

```lean
/-- The Methfessel-Paxton smeared delta function of order `N`, where `x` is the energy
measured from the Fermi level in units of the smearing width. -/
def mpKernel (N : ℕ) (x : ℝ) : ℝ :=
  Real.exp (-x ^ 2) / √Real.pi * kernelSum N x
```

The entropy term is introduced by its formula, including its prefactor, and is not derived from a variational principle.

```lean
/-- The generalised entropy term of order `N` contributed by a level at reduced energy `x`. -/
def mpEntropy (N : ℕ) (x : ℝ) : ℝ :=
  (-1) ^ N / (2 * 4 ^ N * (N.factorial : ℝ) * √Real.pi) *
    (hermiteH x (2 * N) * Real.exp (-x ^ 2))
```

The recurrence then receives a name for use in later proofs. It holds by definition, hence `rfl`.

```lean
/-- The three-term recurrence of the Hermite polynomials. -/
theorem hermiteH_step (x : ℝ) (n : ℕ) :
    hermiteH x (n + 2) = 2 * x * hermiteH x (n + 1) - 2 * ((n : ℝ) + 1) * hermiteH x n := rfl
```

## The induction in Lean

The main theorem has no hypothesis on `N` or `x`. In its proof, `h` is the recurrence for $H_{2N+3}$, `hs` splits off the last summand, and `hq` is that summand after multiplication by $2^{2N+3}(N+1)!$. The final `linear_combination` adds $x$ times `hq` to $4(N+1)$ times the induction hypothesis `ih`, as in the derivation by hand; its third term rewrites $(N+1)!$ as $(N+1)N!$.

```lean
/-- The Methfessel-Paxton sum of even Hermite polynomials, multiplied by `x`, collapses to a
constant multiple of a single odd Hermite polynomial. -/
theorem kernelSum_closed_form (N : ℕ) (x : ℝ) :
    2 ^ (2 * N + 1) * (N.factorial : ℝ) * x * kernelSum N x
      = (-1) ^ N * hermiteH x (2 * N + 1) := by
  induction N with
  | zero => simp [kernelSum, hermiteH]
  | succ N ih =>
    have h : hermiteH x (2 * (N + 1) + 1) = 2 * x * hermiteH x (2 * N + 1 + 1)
        - 2 * (2 * (N : ℝ) + 2) * hermiteH x (2 * N + 1) :=
      (hermiteH_step x (2 * N + 1)).trans (by push_cast; ring)
    have hs : kernelSum (N + 1) x = kernelSum N x + (-1) ^ (N + 1) *
        hermiteH x (2 * N + 1 + 1) / (4 ^ (N + 1) * ((N + 1).factorial : ℝ)) :=
      Finset.sum_range_succ _ _
    have hf : ((N + 1).factorial : ℝ) ≠ 0 := Nat.cast_ne_zero.mpr (Nat.factorial_ne_zero _)
    have hfac : ((N + 1).factorial : ℝ) = ((N : ℝ) + 1) * (N.factorial : ℝ) := by
      rw [Nat.factorial_succ]; push_cast; ring
    have hp : (2 : ℝ) ^ (2 * (N + 1) + 1) = 2 * 4 ^ (N + 1) := by
      rw [pow_succ, pow_mul, show (2 : ℝ) ^ 2 = 4 by norm_num]; ring
    -- the contribution of the newly added term
    have hq : 2 ^ (2 * (N + 1) + 1) * ((N + 1).factorial : ℝ) *
        (kernelSum (N + 1) x - kernelSum N x)
        = 2 * (-1) ^ (N + 1) * hermiteH x (2 * N + 1 + 1) := by
      rw [hs, add_sub_cancel_left, hp]
      field_simp
    -- the old closed form and the new term combine through the recurrence
    rw [h]
    linear_combination x * hq + 4 * ((N : ℝ) + 1) * ih
      + 2 ^ (2 * (N + 1) + 1) * x * kernelSum N x * hfac
```

The quotient form carries the hypothesis `hx : x ≠ 0`, which excludes a level exactly at the Fermi energy. There the right side would evaluate to zero, since Lean sets division by zero to zero, while the kernel is positive.

```lean
/-- Away from the Fermi level the Methfessel-Paxton kernel is one odd Hermite polynomial divided by
`x`, times a Gaussian and a constant depending on `N`. -/
theorem mpKernel_closed_form (N : ℕ) {x : ℝ} (hx : x ≠ 0) :
    mpKernel N x = Real.exp (-x ^ 2) / √Real.pi *
      ((-1) ^ N * hermiteH x (2 * N + 1) / (2 ^ (2 * N + 1) * (N.factorial : ℝ) * x)) := by
  have hf : (N.factorial : ℝ) ≠ 0 := Nat.cast_ne_zero.mpr (Nat.factorial_ne_zero _)
  have hd : 2 ^ (2 * N + 1) * (N.factorial : ℝ) * x ≠ 0 :=
    mul_ne_zero (mul_ne_zero (by positivity) hf) hx
  rw [← kernelSum_closed_form, mul_div_cancel_left₀ _ hd, mpKernel]
```

## The value at the Fermi level

`Nat.centralBinom n` is $C_n$. The next proof combines the recurrence at $x=0$ with Mathlib's relation between successive central binomial coefficients, called `hc`.

```lean
/-- The value at the origin of an even Hermite polynomial, in terms of the central
binomial coefficient. -/
theorem hermiteH_even_zero (n : ℕ) :
    hermiteH 0 (2 * n) = (-1) ^ n * (n.factorial : ℝ) * (n.centralBinom : ℝ) := by
  induction n with
  | zero => simp [hermiteH]
  | succ n ih =>
    have h : hermiteH 0 (2 * (n + 1)) = 2 * 0 * hermiteH 0 (2 * n + 1)
        - 2 * (((2 * n : ℕ) : ℝ) + 1) * hermiteH 0 (2 * n) := hermiteH_step 0 (2 * n)
    have hc : ((n : ℝ) + 1) * ((n + 1).centralBinom : ℝ)
        = 2 * (2 * (n : ℝ) + 1) * (n.centralBinom : ℝ) := by
      exact_mod_cast Nat.succ_mul_centralBinom_succ n
    rw [h, ih, Nat.factorial_succ]
    push_cast
    linear_combination (-1) ^ n * (n.factorial : ℝ) * hc
```

In the height theorem, `ht` reduces each summand to $C_n/4^n$, and `hsum` adds them by a second induction that uses the same binomial relation. The Gaussian equals one at the origin, so the result is $D_N(0)=(2N+1)C_N/(4^N\sqrt\pi)$.

```lean
/-- The height of the Methfessel-Paxton kernel of order `N` at the Fermi level. -/
theorem mpKernel_zero (N : ℕ) :
    mpKernel N 0 = (2 * (N : ℝ) + 1) * (N.centralBinom : ℝ) / 4 ^ N / √Real.pi := by
  have ht : ∀ n : ℕ, (-1) ^ n * hermiteH 0 (2 * n) / (4 ^ n * (n.factorial : ℝ))
      = (n.centralBinom : ℝ) / 4 ^ n := by
    intro n
    have hsq : (-1 : ℝ) ^ n * (-1) ^ n = 1 := by rw [← mul_pow]; norm_num
    rw [hermiteH_even_zero, div_eq_div_iff (by positivity) (by positivity)]
    linear_combination ((n.factorial : ℝ) * (n.centralBinom : ℝ) * 4 ^ n) * hsq
  have hsum : kernelSum N 0 = (2 * (N : ℝ) + 1) * (N.centralBinom : ℝ) / 4 ^ N := by
    simp only [kernelSum, ht]
    induction N with
    | zero => simp
    | succ N ih =>
      have hc : ((N : ℝ) + 1) * ((N + 1).centralBinom : ℝ)
          = 2 * (2 * (N : ℝ) + 1) * (N.centralBinom : ℝ) := by
        exact_mod_cast Nat.succ_mul_centralBinom_succ N
      rw [Finset.sum_range_succ, ih]
      push_cast
      linear_combination (-(1 / (2 * 4 ^ N))) * hc
  have he : Real.exp (-(0 : ℝ) ^ 2) = 1 := by simp
  rw [mpKernel, hsum, he]
  ring
```

## Differentiating the entropy term

`HasDerivAt f d x` says that `f` is differentiable at `x` with derivative `d`. The rule $g_n'=-g_{n+1}$ is proved by recursion with two starting cases, because the recurrence refers to two earlier indices. In the general case, `e` rewrites $g_{n+2}$ through $g_{n+1}$ and $g_n$, `d` differentiates that expression by the product rule, and `h3` identifies the outcome as $-g_{n+3}$.

```lean
/-- Differentiating a Gaussian-weighted Hermite polynomial raises its index by one and
changes its sign. -/
theorem hasDerivAt_hermiteH_gaussian : ∀ (n : ℕ) (x : ℝ),
    HasDerivAt (fun y : ℝ => hermiteH y n * Real.exp (-y ^ 2))
      (-(hermiteH x (n + 1) * Real.exp (-x ^ 2))) x
  | 0, x => by
    have hg : HasDerivAt (fun y : ℝ => Real.exp (-y ^ 2))
        (Real.exp (-x ^ 2) * (-(2 * x))) x :=
      ((hasDerivAt_pow 2 x).fun_neg.exp).congr_deriv (by norm_num)
    have h1 : hermiteH x (0 + 1) = 2 * x := rfl
    exact (hg.const_mul 1).congr_deriv (by rw [h1]; ring)
  | 1, x => by
    have hg : HasDerivAt (fun y : ℝ => Real.exp (-y ^ 2))
        (Real.exp (-x ^ 2) * (-(2 * x))) x :=
      ((hasDerivAt_pow 2 x).fun_neg.exp).congr_deriv (by norm_num)
    have h2 : hermiteH x (1 + 1) = 2 * x * (2 * x) - 2 * (((0 : ℕ) : ℝ) + 1) * 1 := rfl
    exact (((hasDerivAt_id' x).const_mul 2).fun_mul hg).congr_deriv
      (by rw [h2]; push_cast; ring)
  | n + 2, x => by
    -- differentiate the recurrence term by term
    have d := (((hasDerivAt_id' x).const_mul 2).fun_mul
      (hasDerivAt_hermiteH_gaussian (n + 1) x)).fun_sub
      ((hasDerivAt_hermiteH_gaussian n x).const_mul (2 * ((n : ℝ) + 1)))
    have e : (fun y : ℝ => hermiteH y (n + 2) * Real.exp (-y ^ 2)) = fun y : ℝ =>
        2 * y * (hermiteH y (n + 1) * Real.exp (-y ^ 2))
          - 2 * ((n : ℝ) + 1) * (hermiteH y n * Real.exp (-y ^ 2)) := by
      funext y
      rw [hermiteH_step]
      ring
    have h3 : hermiteH x (n + 2 + 1) = 2 * x * hermiteH x (n + 1 + 1)
        - 2 * ((n : ℝ) + 2) * hermiteH x (n + 1) :=
      (hermiteH_step x (n + 1)).trans (by push_cast; ring)
    rw [e]
    exact d.congr_deriv (by rw [h3]; ring)
```

The entropy theorem applies this rule at index $2N$ and multiplies by the constant prefactor. The `calc` block first isolates $(-1)^NH_{2N+1}$, then replaces it by means of `kernelSum_closed_form`. It holds at every real $x$, including $x=0$, because the closed form is used before any division by $x$.

```lean
/-- The derivative of the generalised entropy term with respect to the reduced energy is
minus that energy times the Methfessel-Paxton kernel of the same order. -/
theorem hasDerivAt_mpEntropy (N : ℕ) (x : ℝ) :
    HasDerivAt (mpEntropy N) (-(x * mpKernel N x)) x := by
  have hf : (N.factorial : ℝ) ≠ 0 := Nat.cast_ne_zero.mpr (Nat.factorial_ne_zero _)
  have hpi : √Real.pi ≠ 0 := (Real.sqrt_pos.mpr Real.pi_pos).ne'
  have hp : (2 : ℝ) ^ (2 * N + 1) = 2 * 4 ^ N := by
    rw [pow_succ, pow_mul, show (2 : ℝ) ^ 2 = 4 by norm_num]; ring
  have h := kernelSum_closed_form N x
  rw [hp] at h
  refine ((hasDerivAt_hermiteH_gaussian (2 * N) x).const_mul
    ((-1) ^ N / (2 * 4 ^ N * (N.factorial : ℝ) * √Real.pi))).congr_deriv ?_
  -- the closed form turns the odd Hermite polynomial back into the kernel
  calc (-1) ^ N / (2 * 4 ^ N * (N.factorial : ℝ) * √Real.pi) *
        (-(hermiteH x (2 * N + 1) * Real.exp (-x ^ 2)))
      = -(((-1) ^ N * hermiteH x (2 * N + 1)) * Real.exp (-x ^ 2)
          / (2 * 4 ^ N * (N.factorial : ℝ) * √Real.pi)) := by ring
    _ = -(x * mpKernel N x) := by
      rw [← h, mpKernel]
      field_simp
```

## Where the first-order kernel is negative

The last theorem computes $K_1=\tfrac32-x^2$ in `hK` and records in `hw` that the Gaussian factor is positive. The sign of the kernel is then the sign of $K_1$, and the two directions of the equivalence follow. At first order, an occupation with $f_1'=-D_1$ therefore increases with energy wherever $x^2>\tfrac32$.

```lean
/-- The first-order Methfessel-Paxton kernel is negative exactly where `x ^ 2` exceeds
three halves. -/
theorem mpKernel_one_neg_iff (x : ℝ) : mpKernel 1 x < 0 ↔ 3 / 2 < x ^ 2 := by
  have h0 : hermiteH x (2 * 0) = 1 := rfl
  have h2 : hermiteH x (2 * 1) = 2 * x * (2 * x) - 2 * (((0 : ℕ) : ℝ) + 1) * 1 := rfl
  have hK : kernelSum 1 x = 3 / 2 - x ^ 2 := by
    rw [kernelSum, Finset.sum_range_succ, Finset.sum_range_one, h0, h2,
      Nat.factorial_zero, Nat.factorial_one]
    push_cast
    ring
  have hw : 0 < Real.exp (-x ^ 2) / √Real.pi :=
    div_pos (Real.exp_pos _) (Real.sqrt_pos.mpr Real.pi_pos)
  rw [mpKernel, hK]
  constructor
  · intro h
    by_contra hc
    have hn : 0 ≤ 3 / 2 - x ^ 2 := by linarith [not_lt.mp hc]
    exact absurd h (not_lt.mpr (mul_nonneg hw.le hn))
  · intro h
    exact mul_neg_of_pos_of_neg hw (by linarith)

end

end MethfesselPaxtonClosedForm
```

```lean
#print axioms MethfesselPaxtonClosedForm.kernelSum_closed_form
#print axioms MethfesselPaxtonClosedForm.mpKernel_zero
#print axioms MethfesselPaxtonClosedForm.hasDerivAt_mpEntropy
#print axioms MethfesselPaxtonClosedForm.mpKernel_one_neg_iff
```

```
'MethfesselPaxtonClosedForm.kernelSum_closed_form' depends on axioms: [propext, Classical.choice, Quot.sound]
'MethfesselPaxtonClosedForm.mpKernel_zero' depends on axioms: [propext, Classical.choice, Quot.sound]
'MethfesselPaxtonClosedForm.hasDerivAt_mpEntropy' depends on axioms: [propext, Classical.choice, Quot.sound]
'MethfesselPaxtonClosedForm.mpKernel_one_neg_iff' depends on axioms: [propext, Classical.choice, Quot.sound]
```
